# Bounded ground-state shift of a pair under uniform repulsion on two or more distinct levels

Take $N=n+2$ levels, with $n\ge 0$, numbered $i=0,\dots,n+1$. The real number $d_i$ is the energy of a pair of particles occupying level $i$ without interaction. The real number $g$ sets the interaction strength, and $c=g/N$ is the coupling.

```lean
import Mathlib

open Matrix

namespace RepulsivePairShift

noncomputable section

variable {n : ℕ} {d : Fin (n + 2) → ℝ} {g E : ℝ}
```

With $J$ the all-ones matrix, the Hamiltonian is $H=\mathrm{diag}(d)+cJ$. The constant coupling stands for a short-range interaction that scatters the pair from any level to any other with the same amplitude; $g>0$ means repulsion. The diagonal of $J$ is included, so the pair also interacts when it stays in its level.

```lean
/-- The pair Hamiltonian on `N = n + 2` levels `d`: the diagonal level energies plus the
coupling `g / N` between all pairs of levels, diagonal included. -/
def pairHamiltonian (d : Fin (n + 2) → ℝ) (g : ℝ) : Matrix (Fin (n + 2)) (Fin (n + 2)) ℝ :=
  Matrix.diagonal d + (g / ((n : ℝ) + 2)) • Matrix.of (fun _ _ => (1 : ℝ))
```

An energy is a real number $E$ with $Hv=Ev$ for some nonzero real vector $v$, whose component $v_i$ is the unnormalised amplitude for the pair to be in level $i$. Since $H$ is real and symmetric, this is its whole spectrum. The lowest energy is the least element of the set, written `IsLeast` in Lean.

```lean
/-- The energies of a real matrix `H`: the real numbers `E` with `H v = E v` for a nonzero `v`. -/
def energies (H : Matrix (Fin (n + 2)) (Fin (n + 2)) ℝ) : Set ℝ :=
  {E | ∃ v : Fin (n + 2) → ℝ, v ≠ 0 ∧ H *ᵥ v = E • v}
```

The last definition is the sum of free propagators, $S(E)=\sum_i 1/(E-d_i)$, used for $E$ different from every level.

```lean
/-- The sum of the free propagators `1 / (E - d i)`, meant for `E` different from every level. -/
def propagatorSum (d : Fin (n + 2) → ℝ) (E : ℝ) : ℝ := ∑ i, 1 / (E - d i)
```

The hypothesis `StrictMono d` says $d_0<d_1<\dots<d_{n+1}$. The model has one pair, finitely many levels and one coupling constant; several pairs, level-dependent couplings and a continuum of levels lie beyond it.

## (a) Levels above the lowest

Show that for increasing levels every index $i$ satisfies
$$i=0\quad\text{or}\quad d_1\le d_i .$$

An index other than $0$ is at least $1$, and $d$ is increasing. In Lean, `Fin.cases` separates $0$ from the successors.

```lean
/-- For increasing levels, each level is the lowest one or lies at or above the second. -/
theorem level_cases (hd : StrictMono d) (i : Fin (n + 2)) : i = 0 ∨ d 1 ≤ d i := by
  refine Fin.cases (Or.inl rfl) (fun j => Or.inr (hd.monotone ?_)) i
  rw [← Fin.succ_zero_eq_one]
  exact Fin.succ_le_succ_iff.2 (Fin.zero_le j)
```

## (b) Splitting off two propagators

Show that
$$S(E)=\frac1{E-d_0}+\frac1{E-d_1}+\sum_{i=0}^{n-1}\frac1{E-d_{i+2}} .$$

Take the first term out of the sum, twice. For $n=0$ the remaining sum is empty. Lean writes the index $i+2$ as `i.succ.succ`.

```lean
/-- The propagator sum with the terms of the two lowest-numbered levels split off. -/
theorem propagatorSum_split (d : Fin (n + 2) → ℝ) (E : ℝ) :
    propagatorSum d E =
      1 / (E - d 0) + (1 / (E - d 1) + ∑ i : Fin n, 1 / (E - d i.succ.succ)) := by
  rw [propagatorSum, Fin.sum_univ_succ, Fin.sum_univ_succ, Fin.succ_zero_eq_one]
```

## (c) The eigenvalue equation in components

Show that $Hv=Ev$ holds exactly when, for every $i$,
$$(E-d_i)\,v_i=c\sum_j v_j .$$

Every component of $Jv$ is $\sum_j v_j$, so $(Hv)_i=d_iv_i+c\sum_j v_j$. Setting this equal to $Ev_i$ and moving $d_iv_i$ across gives the claim. The proof computes $(Hv)_i$ first, and `linarith` does the rearrangement in both directions.

```lean
/-- The eigenvalue equation in components: each amplitude, times its detuning `E - d i`, equals
the coupling times the sum of all amplitudes. -/
theorem eigen_iff (v : Fin (n + 2) → ℝ) :
    pairHamiltonian d g *ᵥ v = E • v ↔
      ∀ i, (E - d i) * v i = g / ((n : ℝ) + 2) * ∑ j, v j := by
  rw [funext_iff]
  refine forall_congr' fun i => ?_
  have h : (pairHamiltonian d g *ᵥ v) i = d i * v i + g / ((n : ℝ) + 2) * ∑ j, v j := by
    rw [pairHamiltonian, Matrix.add_mulVec, Pi.add_apply, Matrix.mulVec_diagonal]
    congr 1
    simp [Matrix.mulVec, dotProduct, Finset.mul_sum]
  rw [h, Pi.smul_apply, smul_eq_mul]
  constructor <;> intro h <;> linarith
```

## (d) The secular equation

Let $E$ differ from every level. Show that $E$ is an energy exactly when
$$c\,S(E)=1 .$$

Let $v$ be an eigenvector and $A=\sum_j v_j$. If $A=0$, part (c) gives $(E-d_i)v_i=0$, hence $v_i=0$ for all $i$, which is excluded. So $A\ne0$ and
$$v_i=\frac{cA}{E-d_i},\qquad A=\sum_i v_i=cA\,S(E),$$
and $A$ cancels.

Conversely, let $cS(E)=1$ and put $v_i=1/(E-d_i)$. This vector is nonzero, its components sum to $S(E)$, and $(E-d_i)v_i=1=cS(E)$, as (c) requires. The two bullets of the Lean proof are these two directions. Neither the sign of $g$ nor the order of the levels enters.

```lean
/-- Secular equation: a number `E` different from every level is an energy of the pair exactly
when the coupling `g / N` times the propagator sum equals one. -/
theorem mem_energies_iff (hE : ∀ i, E - d i ≠ 0) :
    E ∈ energies (pairHamiltonian d g) ↔ g / ((n : ℝ) + 2) * propagatorSum d E = 1 := by
  constructor
  · rintro ⟨v, hv, h⟩
    have hi := (eigen_iff v).1 h
    -- the total amplitude cannot vanish
    have hs : ∑ j, v j ≠ 0 := by
      intro hs
      apply hv
      funext i
      have h1 := hi i
      rw [hs, mul_zero] at h1
      exact (mul_eq_zero.1 h1).resolve_left (hE i)
    have hvi : ∀ i, v i = (g / ((n : ℝ) + 2) * ∑ j, v j) * (1 / (E - d i)) := by
      intro i
      rw [mul_one_div, eq_div_iff (hE i)]
      linarith [hi i]
    have hsum : ∑ i, v i = (g / ((n : ℝ) + 2) * ∑ j, v j) * propagatorSum d E :=
      (Finset.sum_congr rfl fun i _ => hvi i).trans (Finset.mul_sum _ _ _).symm
    apply mul_left_cancel₀ hs
    linear_combination -hsum
  · intro h
    refine ⟨fun i => 1 / (E - d i), fun h0 => ?_, (eigen_iff _).2 fun i => ?_⟩
    · exact one_div_ne_zero (hE 0) (congrFun h0 0)
    · exact (mul_one_div_cancel (hE i)).trans h.symm
```

## (e) A strict floor for all energies

For increasing levels and $g>0$, show that every energy $E$ satisfies
$$d_0<E .$$

Suppose first that $E<d_0$. Then every $E-d_i$ is negative, so $S(E)<0$ and $cS(E)=1$ is impossible, against (d).

Suppose next that $E=d_0$. Component $0$ of (c) reads $0=cA$, so $A=0$. For $i\ne0$ it follows that $(d_0-d_i)v_i=0$, hence $v_i=0$. Then $A=v_0=0$ as well, and the eigenvector vanishes.

The Lean proof splits into the same two cases with `rcases`. The strict inequality needs $d_0\neq d_1$: if these two levels coincide, the antisymmetric combination of them keeps the energy $d_0$.

```lean
/-- For increasing levels and repulsion `g > 0`, every energy of the pair lies strictly above
the lowest level. -/
theorem lowest_level_lt (hd : StrictMono d) (hg : 0 < g)
    (hE : E ∈ energies (pairHamiltonian d g)) : d 0 < E := by
  have hc : 0 < g / ((n : ℝ) + 2) := by positivity
  by_contra hlt
  rcases lt_or_eq_of_le (not_lt.1 hlt) with h | h
  · -- below all levels the propagator sum is negative
    have hneg : ∀ i, E - d i < 0 := fun i => by
      have := hd.monotone (Fin.zero_le i)
      linarith
    have hS := (mem_energies_iff (fun i => (hneg i).ne)).1 hE
    have hS0 : propagatorSum d E ≤ 0 :=
      Finset.sum_nonpos fun i _ => (one_div_neg.2 (hneg i)).le
    nlinarith [mul_nonneg hc.le (neg_nonneg.2 hS0)]
  · -- at the lowest level itself all amplitudes vanish
    subst h
    obtain ⟨v, hv, hH⟩ := hE
    have hi := (eigen_iff v).1 hH
    have h0 := hi 0
    rw [sub_self, zero_mul] at h0
    have hz : ∀ i, i ≠ 0 → v i = 0 := fun i hne => by
      have h1 := hi i
      rw [← h0] at h1
      exact (mul_eq_zero.1 h1).resolve_left (sub_ne_zero.2 (hd.injective.ne (Ne.symm hne)))
    have hs := (mul_eq_zero.1 h0.symm).resolve_left hc.ne'
    rw [Fintype.sum_eq_single 0 hz] at hs
    apply hv
    funext i
    by_cases h : i = 0
    · rw [h]; exact hs
    · exact hz i h
```

## (f) Recognising the lowest energy

For increasing levels and $g>0$, show that
$$d_0<E<d_1,\quad cS(E)=1\quad\Longrightarrow\quad E\text{ is the lowest energy.}$$

By (a), $E$ differs from every level, so it is an energy by (d). Suppose there were an energy $x<E$. By (e), $d_0<x<E<d_1$, and for each $i$
$$\frac1{x-d_i}-\frac1{E-d_i}=\frac{E-x}{(x-d_i)(E-d_i)}>0,$$
because both factors in the denominator are positive for $i=0$ and both are negative otherwise. Summing gives $S(x)>S(E)$, so $cS(x)>1$, which contradicts (d). In Lean, `off` keeps $x$ and $E$ away from the levels, and `hmono` is the inequality between the sums.

```lean
/-- For increasing levels and `g > 0`, a solution of the secular equation strictly between the
two lowest levels is the lowest energy of the pair. -/
theorem isLeast_of_secular (hd : StrictMono d) (hg : 0 < g) (h0 : d 0 < E) (h1 : E < d 1)
    (hS : g / ((n : ℝ) + 2) * propagatorSum d E = 1) :
    IsLeast (energies (pairHamiltonian d g)) E := by
  have hc : 0 < g / ((n : ℝ) + 2) := by positivity
  have off : ∀ x, d 0 < x → x < d 1 → ∀ i, x - d i ≠ 0 := by
    intro x hx0 hx1 i
    rcases level_cases hd i with h | h
    · rw [h]; exact (sub_pos.2 hx0).ne'
    · exact (sub_neg.2 (hx1.trans_le h)).ne
  refine ⟨(mem_energies_iff (off E h0 h1)).2 hS, fun x hx => ?_⟩
  by_contra hlt
  have hxE : x < E := not_le.1 hlt
  have hx0 := lowest_level_lt hd hg hx
  have hx1 := hxE.trans h1
  have hSx := (mem_energies_iff (off x hx0 hx1)).1 hx
  -- the propagator sum decreases strictly between the two levels
  have hmono : propagatorSum d E < propagatorSum d x := by
    refine Finset.sum_lt_sum_of_nonempty Finset.univ_nonempty fun i _ => ?_
    have hp : 0 < (x - d i) * (E - d i) := by
      rcases level_cases hd i with h | h
      · rw [h]; exact mul_pos (sub_pos.2 hx0) (sub_pos.2 h0)
      · exact mul_pos_of_neg_of_neg (sub_neg.2 (hx1.trans_le h)) (sub_neg.2 (h1.trans_le h))
    have hdiff : 1 / (x - d i) - 1 / (E - d i) = (E - x) / ((x - d i) * (E - d i)) := by
      rw [div_sub_div _ _ (off x hx0 hx1 i) (off E h0 h1 i)]
      congr 1
      ring
    have := div_pos (sub_pos.2 hxE) hp
    linarith
  linarith [mul_lt_mul_of_pos_left hmono hc]
```

## (g) Existence and two ceilings

For increasing levels and $g>0$, show that a lowest energy $E$ exists and that
$$d_0<E,\qquad E<d_0+\frac gN,\qquad E<d_1 .$$

Let $R(x)=\sum_{i=0}^{n-1}1/(x-d_{i+2})$, which is continuous on $[d_0,d_1]$. Multiplying $1-cS(x)$ by $(x-d_0)(x-d_1)$ removes the two remaining poles and leaves
$$F(x)=(x-d_0)(x-d_1)-c\big[(x-d_1)+(x-d_0)+(x-d_0)(x-d_1)R(x)\big].$$
At the ends, $F(d_0)=c(d_1-d_0)>0$ and $F(d_1)=-c(d_1-d_0)<0$. The intermediate value theorem gives a root $E$, which is neither endpoint. Dividing by $(E-d_0)(E-d_1)\neq0$ gives $cS(E)=1$, and (f) makes $E$ the lowest energy.

For the remaining ceiling, $1/(E-d_1)<0$ and $R(E)\le0$, so (b) gives $S(E)<1/(E-d_0)$. Hence
$$1=cS(E)<\frac{c}{E-d_0},\qquad\text{that is}\qquad E-d_0<c=\frac gN .$$

The Lean proof finds the root with `intermediate_value_Icc'`, the version for a function that is larger at the left end. The division by the two factors is the step `mul_left_cancel₀`, and `linear_combination` derives the multiplied equation from $F(E)=0$.

```lean
/-- Repulsive pair shift: for increasing levels and any `g > 0` the pair has a lowest energy. It
lies strictly above `d 0` and strictly below both `d 0 + g / N` and `d 1`. -/
theorem repulsive_pair_shift (hd : StrictMono d) (hg : 0 < g) :
    ∃ E, IsLeast (energies (pairHamiltonian d g)) E ∧
      d 0 < E ∧ E < d 0 + g / ((n : ℝ) + 2) ∧ E < d 1 := by
  have hc : 0 < g / ((n : ℝ) + 2) := by positivity
  have h01 : d 0 < d 1 := hd (by rw [← Fin.succ_zero_eq_one]; exact Fin.succ_pos 0)
  have hup : ∀ i : Fin n, d 1 < d i.succ.succ := fun i => hd (by
    rw [← Fin.succ_zero_eq_one]
    exact Fin.succ_lt_succ_iff.2 (Fin.succ_pos i))
  obtain ⟨R, hR⟩ : ∃ R : ℝ → ℝ, ∀ x, R x = ∑ i : Fin n, 1 / (x - d i.succ.succ) :=
    ⟨_, fun _ => rfl⟩
  have hRc : ContinuousOn R (Set.Icc (d 0) (d 1)) := by
    rw [show R = fun x => ∑ i : Fin n, 1 / (x - d i.succ.succ) from funext hR]
    exact continuousOn_finsetSum _ fun i _ => ContinuousOn.div continuousOn_const
      (by fun_prop) fun x hx => (sub_neg.2 (hx.2.trans_lt (hup i))).ne
  -- the secular equation with its two lowest poles multiplied away
  have hF : ContinuousOn (fun x => (x - d 0) * (x - d 1) - g / ((n : ℝ) + 2) *
      ((x - d 1) + (x - d 0) + (x - d 0) * (x - d 1) * R x)) (Set.Icc (d 0) (d 1)) := by
    fun_prop
  have hgap := mul_pos hc (sub_pos.2 h01)
  obtain ⟨E, hE, hFE⟩ := intermediate_value_Icc' h01.le hF
    (show (0 : ℝ) ∈ Set.Icc _ _ from ⟨by nlinarith [hgap], by nlinarith [hgap]⟩)
  beta_reduce at hFE
  have h0 : d 0 < E := lt_of_le_of_ne hE.1 fun he => by
    rw [← he] at hFE
    nlinarith [hgap]
  have h1 : E < d 1 := lt_of_le_of_ne hE.2 fun he => by
    rw [he] at hFE
    nlinarith [hgap]
  have ha := sub_pos.2 h0
  have hb := sub_neg.2 h1
  have hS : g / ((n : ℝ) + 2) * propagatorSum d E = 1 := by
    rw [propagatorSum_split, ← hR]
    apply mul_left_cancel₀ (mul_ne_zero ha.ne' hb.ne)
    linear_combination -hFE
      + g / ((n : ℝ) + 2) * (E - d 1) * mul_one_div_cancel ha.ne'
      + g / ((n : ℝ) + 2) * (E - d 0) * mul_one_div_cancel hb.ne
  refine ⟨E, isLeast_of_secular hd hg h0 h1 hS, h0, ?_, h1⟩
  -- all upper levels push the energy below its first-order value
  have hlt : propagatorSum d E < 1 / (E - d 0) := by
    have hr : ∑ i : Fin n, 1 / (E - d i.succ.succ) ≤ 0 := Finset.sum_nonpos fun i _ =>
      (one_div_neg.2 (sub_neg.2 (h1.trans (hup i)))).le
    rw [propagatorSum_split]
    linarith [one_div_neg.2 hb]
  have hone : 1 < g / ((n : ℝ) + 2) / (E - d 0) := by
    calc 1 = g / ((n : ℝ) + 2) * propagatorSum d E := hS.symm
      _ < g / ((n : ℝ) + 2) * (1 / (E - d 0)) := mul_lt_mul_of_pos_left hlt hc
      _ = g / ((n : ℝ) + 2) / (E - d 0) := mul_one_div _ _
  linarith [(one_lt_div ha).1 hone]
```

## (h) First-order perturbation theory

Let $e_0$ be the normalised state with the pair in level $0$. Show that
$$e_0^{\mathsf T}He_0=d_0+\frac gN .$$

The left side is the matrix element $H_{00}$, the sum of $d_0$ and the diagonal coupling $g/N$. The state is `Pi.single 0 1` in Lean, and `simp` evaluates the product.

For increasing levels, level $0$ is non-degenerate and this expectation value is its energy to first order in $g$. Together with (g), this shows that first-order theory overestimates the shift $E-d_0$ at every $g>0$. The estimate grows linearly with $g$, while the shift itself remains below $d_1-d_0$.

```lean
/-- The expectation value of the pair Hamiltonian in the normalised state with the pair in level `0`
is `d 0 + g / N`. -/
theorem first_order_energy (d : Fin (n + 2) → ℝ) (g : ℝ) :
    (Pi.single 0 1 : Fin (n + 2) → ℝ) ⬝ᵥ (pairHamiltonian d g *ᵥ Pi.single 0 1) =
      d 0 + g / ((n : ℝ) + 2) := by
  simp [pairHamiltonian]
```

## (i) A lower ceiling

For increasing levels and $g>0$, show that the lowest energy satisfies
$$E<\frac{d_0+d_1}2 .$$

A least element is unique, so (g) gives $d_0<E<d_1$. If $E$ were at or above the midpoint, then $E-d_0\ge d_1-E>0$, and
$$\frac1{E-d_0}\le\frac1{d_1-E}=-\frac1{E-d_1}.$$
The first two terms in (b) would then add up to at most zero. The other terms are negative or absent, so $S(E)\le0$, against $cS(E)=1$. The Lean names `hle`, `hflip` and `hr` hold these three observations.

For one pair with uniform coupling on finitely many distinct levels, at least two in number, repulsion of any strength thus raises the ground-state energy by less than half the gap between the two lowest levels, which gives a simple check on approximate pair energies in this model.

```lean
/-- For increasing levels and any `g > 0`, the lowest energy of the pair stays strictly below the
midpoint of the two lowest levels. -/
theorem lowest_energy_lt_midpoint (hd : StrictMono d) (hg : 0 < g)
    (hE : IsLeast (energies (pairHamiltonian d g)) E) : E < (d 0 + d 1) / 2 := by
  have hc : 0 < g / ((n : ℝ) + 2) := by positivity
  obtain ⟨x, hx, h0, -, h1⟩ := repulsive_pair_shift hd hg
  rw [← hE.unique hx] at h0 h1
  have off : ∀ i, E - d i ≠ 0 := fun i => by
    rcases level_cases hd i with h | h
    · rw [h]; exact (sub_pos.2 h0).ne'
    · exact (sub_neg.2 (h1.trans_le h)).ne
  have hS := (mem_energies_iff off).1 hE.1
  by_contra hmid
  have hle : 1 / (E - d 0) ≤ 1 / (d 1 - E) :=
    one_div_le_one_div_of_le (sub_pos.2 h1) (by linarith [not_lt.1 hmid])
  have hflip : 1 / (E - d 1) = -(1 / (d 1 - E)) := by rw [← neg_sub (d 1) E, div_neg]
  have hr : ∑ i : Fin n, 1 / (E - d i.succ.succ) ≤ 0 := Finset.sum_nonpos fun i _ => by
    have h := (level_cases hd i.succ.succ).resolve_left (Fin.succ_ne_zero _)
    exact (one_div_neg.2 (sub_neg.2 (h1.trans_le h))).le
  -- above the midpoint the second level would outweigh the first
  have hS0 : propagatorSum d E ≤ 0 := by
    rw [propagatorSum_split]
    linarith
  nlinarith [mul_nonneg hc.le (neg_nonneg.2 hS0)]
```

## (j) Two levels reach every energy between the lower level and that ceiling

Let $N=2$ and $d_0<d_1$. Show that
$$d_0<E<\frac{d_0+d_1}2\quad\Longrightarrow\quad E\text{ is the lowest energy for some }g>0 .$$

Here $E-d_0<d_1-E$, so
$$S(E)=\frac1{E-d_0}-\frac1{d_1-E}>0 .$$
With $c=g/2$, the secular equation is solved by $g=2/S(E)>0$. Since $E<d_1$, part (f) applies. For two levels, therefore, no smaller bound than the midpoint holds at all $g>0$. The type `Fin (0 + 2)` in the statement is the case $n=0$, and `field_simp` confirms the solution for $g$.

```lean
/-- For two increasing levels, every energy strictly between the lower level and the midpoint is
the lowest energy of the pair at some repulsion `g > 0`. -/
theorem two_level_midpoint_sharp {d : Fin (0 + 2) → ℝ} (hd : StrictMono d)
    (h0 : d 0 < E) (hmid : E < (d 0 + d 1) / 2) :
    ∃ g : ℝ, 0 < g ∧ IsLeast (energies (pairHamiltonian d g)) E := by
  have h1 : E < d 1 := by linarith
  have hlt : 1 / (d 1 - E) < 1 / (E - d 0) :=
    one_div_lt_one_div_of_lt (sub_pos.2 h0) (by linarith)
  have hflip : 1 / (E - d 1) = -(1 / (d 1 - E)) := by rw [← neg_sub (d 1) E, div_neg]
  have hS : 0 < propagatorSum d E := by
    rw [propagatorSum_split, Fin.sum_univ_zero]
    linarith
  -- solve the secular equation for the coupling
  refine ⟨2 / propagatorSum d E, by positivity, isLeast_of_secular hd (by positivity) h0 h1 ?_⟩
  rw [Nat.cast_zero, zero_add]
  field_simp

end

end RepulsivePairShift
```

```lean
#print axioms RepulsivePairShift.repulsive_pair_shift
#print axioms RepulsivePairShift.first_order_energy
#print axioms RepulsivePairShift.lowest_energy_lt_midpoint
#print axioms RepulsivePairShift.two_level_midpoint_sharp
```

```
'RepulsivePairShift.repulsive_pair_shift' depends on axioms: [propext, Classical.choice, Quot.sound]
'RepulsivePairShift.first_order_energy' depends on axioms: [propext, Classical.choice, Quot.sound]
'RepulsivePairShift.lowest_energy_lt_midpoint' depends on axioms: [propext, Classical.choice, Quot.sound]
'RepulsivePairShift.two_level_midpoint_sharp' depends on axioms: [propext, Classical.choice, Quot.sound]
```
